# No Landau-level filling of spinless free electrons in two dimensions lies below the zero-field energy of the same number

Can a perpendicular magnetic field lower the energy of a fixed number of spinless free electrons in two dimensions? To answer this, we first choose how to describe a filling of the Landau levels. Here a filling is a list of real numbers \(g_0, g_1, \dots, g_{K-1}\), where \(g_n\) is the number of electrons in level \(n\). Each \(g_n\) lies between zero and the capacity of a level, and need not be an integer.

The second choice is the unit of energy. Without spin, a sample of area \(A\) and effective mass \(m^*\) has the constant zero-field density of states \(D = m^*A/(2\pi\hbar^2)\). Energies are measured in units of \(1/D\), so that the density of states becomes one. In a field of strength \(\mathcal B\), the level spacing \(\hbar e\mathcal B/m^*\) and the number of states per level \(e\mathcal B A/(2\pi\hbar)\) are then the same number, and the code calls this number `B`. It is proportional to the field but is not the field in tesla. Level \(n\) has energy \(B(n+\tfrac12)\) and capacity \(B\): the field collects the states between \(nB\) and \((n+1)B\) at the middle of that interval.

With \(N=\sum_{n<K} g_n\), the main result is

\[
\sum_{n<K} g_n\,B\left(n+\tfrac12\right)\;\ge\;\frac{N^2}{2}
\qquad\text{if } 0\le g_n\le B \text{ for all } n<K,
\]

with equality exactly when the lowest \(j\) levels are full and the others empty, for some \(j\le K\). For non-interacting spinless electrons in a parabolic band, this means that at fixed electron number the field never lowers the ground-state energy, and that this energy returns to its zero-field value whenever the electrons exactly fill a whole number of levels.

The spectrum itself is an input. That free electrons have these level energies, this capacity and a constant zero-field density of states comes from solving the Schrödinger equation for a large uniform sample with its edges neglected, and no hypothesis below supplies that step.

## Electron number and the two energies

```lean
import Mathlib

open Finset

namespace LandauLevelFilling

noncomputable section

/-- Total number of electrons in the lowest `K` Landau levels with occupations `g n`. -/
def electronNumber (g : ℕ → ℝ) (K : ℕ) : ℝ := ∑ n ∈ range K, g n
```

A filling is a function `g : ℕ → ℝ`, which assigns a real number to every natural number. The set `range K` is \(\{0,1,\dots,K-1\}\), so `electronNumber g K` is \(N=\sum_{n<K}g_n\). Values of `g` from \(K\) onwards play no part.

```lean
/-- Energy of the occupations `g n` of the lowest `K` Landau levels, level `n` lying at
`B (n + 1/2)`. -/
def landauEnergy (B : ℝ) (g : ℕ → ℝ) (K : ℕ) : ℝ :=
  ∑ n ∈ range K, g n * (B * ((n : ℝ) + 1 / 2))
```

This is \(\sum_{n<K} g_n\,B(n+\tfrac12)\). The notation `(n : ℝ)` turns the natural number \(n\) into a real one, so that \(\tfrac12\) can be added to it. The definition places no bound on the occupations; the capacity enters later, as a hypothesis.

```lean
/-- Zero-field energy of `N ≥ 0` electrons in two dimensions, where the density of states is
constant and set to one: all energies from `0` up to the Fermi energy `N` are filled. -/
def zeroFieldEnergy (N : ℝ) : ℝ := ∫ ε in (0 : ℝ)..N, ε
```

At zero field and zero temperature, \(N\) electrons fill all energies from \(0\) to the Fermi energy. With density of states one, the Fermi energy equals \(N\), and the total energy is \(\int_0^N \varepsilon\,d\varepsilon\).

```lean
/-- The occupation of level `n` times the sum of half its own vacancy and all vacancies
in the levels below, for levels of capacity `B`. -/
def levelExcess (B : ℝ) (g : ℕ → ℝ) (n : ℕ) : ℝ :=
  g n * ((B - g n) / 2 + ∑ m ∈ range n, (B - g m))
```

In ordinary notation, the level excess is

\[
x_n = g_n\left[\frac{B-g_n}{2}+\sum_{m<n}(B-g_m)\right].
\]

The bracket has a direct meaning. Pack the electrons into the zero-field continuum in order of their Landau level. Those of level \(n\) then occupy an interval of length \(g_n\) that starts at \(\sum_{m<n}g_m\), and their mean energy is \(\sum_{m<n}g_m+g_n/2\). Subtracting this from \(B(n+\tfrac12)\) gives the bracket, which is therefore the extra energy per electron of level \(n\).

## The excess energy as a sum over vacancies

```lean
/-- The zero-field energy is `N ^ 2 / 2`. -/
theorem zeroFieldEnergy_eq (N : ℝ) : zeroFieldEnergy N = N ^ 2 / 2 := by
  rw [zeroFieldEnergy, integral_id]
  ring
```

A Lean theorem gives its name, then its variables and hypotheses, then a colon and the statement; the proof follows `:=`. This one says \(\int_0^N\varepsilon\,d\varepsilon=N^2/2\), and its proof uses Mathlib's value for the integral of the identity function.

```lean
/-- The Landau energy exceeds the zero-field energy of the same number of electrons by the
sum of the level excesses. -/
theorem energy_excess_eq (B : ℝ) (g : ℕ → ℝ) (K : ℕ) :
    landauEnergy B g K - zeroFieldEnergy (electronNumber g K)
      = ∑ n ∈ range K, levelExcess B g n := by
  rw [zeroFieldEnergy_eq]
  induction K with
  | zero => simp [landauEnergy, electronNumber]
  | succ K ih =>
    -- the vacancies below level `K` are the total capacity minus the electrons there
    have hv : ∑ m ∈ range K, (B - g m) = (K : ℝ) * B - ∑ m ∈ range K, g m := by
      simp [Finset.sum_sub_distrib]
    have hl : levelExcess B g K
        = g K * ((B - g K) / 2 + ((K : ℝ) * B - ∑ m ∈ range K, g m)) := by
      rw [levelExcess, hv]
    simp only [landauEnergy, electronNumber] at ih ⊢
    simp only [Finset.sum_range_succ]
    linear_combination ih - hl
```

The statement is the identity

\[
\sum_{n<K} g_n B\left(n+\tfrac12\right)-\frac{N^2}{2}=\sum_{n<K}x_n ,
\]

which is pure algebra and holds for any real \(B\) and \(g_n\). The argument is induction on the number of levels. For \(K=0\) both sides vanish. Now suppose that the identity holds for \(K\) levels holding \(N_K=\sum_{m<K}g_m\) electrons, and add level \(K\). The Landau energy grows by \(g_KB(K+\tfrac12)\), and the zero-field energy grows by

\[
\frac{(N_K+g_K)^2-N_K^2}{2}=g_KN_K+\frac{g_K^2}{2}.
\]

The difference of the two increments is

\[
g_K\left[KB-N_K+\frac{B-g_K}{2}\right]=x_K ,
\]

because the vacancies below level \(K\) add up to \(\sum_{m<K}(B-g_m)=KB-N_K\).

In the Lean proof, `hv` is this count of vacancies and `hl` is \(x_K\) written with it. The induction hypothesis is called `ih`. The command `linear_combination ih - hl` checks that the claim for \(K+1\) levels follows from these two equations by algebra.

## Every level contributes a nonnegative excess

```lean
/-- If all occupations lie between `0` and the capacity `B`, every level excess is
nonnegative. -/
theorem levelExcess_nonneg {B : ℝ} {g : ℕ → ℝ} {K : ℕ}
    (hg : ∀ n < K, g n ∈ Set.Icc 0 B) {n : ℕ} (hn : n < K) : 0 ≤ levelExcess B g n := by
  have h1 : g n ≤ B := (hg n hn).2
  have h2 : 0 ≤ ∑ m ∈ range n, (B - g m) :=
    Finset.sum_nonneg fun m hm =>
      sub_nonneg.2 (hg m ((Finset.mem_range.1 hm).trans hn)).2
  exact mul_nonneg (hg n hn).1 (by linarith)
```

The hypothesis `hg` says that \(g_n\) lies in the closed interval \([0,B]\), written `Set.Icc 0 B`, for every \(n<K\). Variables in braces are ones that Lean works out from the context.

By hand: \(g_n\ge0\), the level's own vacancy \(B-g_n\) is nonnegative, and so is each vacancy below it. Hence \(x_n\) is a product of two nonnegative factors. In the proof, `h1` and `h2` supply the two parts of the bracket, and `mul_nonneg` multiplies the factors.

## The inequality and its case of equality

```lean
/-- For Landau-level occupations between `0` and `B`, the energy is at least the zero-field
energy of the same number of electrons. The two are equal exactly when, for some `j ≤ K`, the
lowest `j` levels are full and the others are empty. -/
theorem zeroField_le_landau_and_eq_iff {B : ℝ} {g : ℕ → ℝ} {K : ℕ}
    (hg : ∀ n < K, g n ∈ Set.Icc 0 B) :
    zeroFieldEnergy (electronNumber g K) ≤ landauEnergy B g K ∧
    (landauEnergy B g K = zeroFieldEnergy (electronNumber g K) ↔
      ∃ j ≤ K, ∀ n < K, g n = if n < j then B else 0) := by
  classical
  have hpos : ∀ n ∈ range K, 0 ≤ levelExcess B g n :=
    fun n hn => levelExcess_nonneg hg (Finset.mem_range.1 hn)
  refine ⟨?_, ?_⟩
  · rw [← sub_nonneg, energy_excess_eq]
    exact Finset.sum_nonneg hpos
  rw [← sub_eq_zero, energy_excess_eq]
  constructor
  · intro h
    have h0 := (Finset.sum_eq_zero_iff_of_nonneg hpos).1 h
    -- `j` is the first level that is not full, or `K` if there is none
    have hex : ∃ n, K ≤ n ∨ g n ≠ B := ⟨K, Or.inl le_rfl⟩
    refine ⟨Nat.find hex, Nat.find_min' hex (Or.inl le_rfl), fun n hn => ?_⟩
    by_cases hnj : n < Nat.find hex
    · rw [if_pos hnj]
      by_contra hne
      exact Nat.find_min hex hnj (Or.inr hne)
    · rw [if_neg hnj]
      have hj : Nat.find hex ≤ n := not_lt.1 hnj
      have hjK : Nat.find hex < K := lt_of_le_of_lt hj hn
      have hlt : g (Nat.find hex) < B :=
        lt_of_le_of_ne (hg _ hjK).2 ((Nat.find_spec hex).resolve_left (not_le.2 hjK))
      have hvac : ∀ m ∈ range n, 0 ≤ B - g m := fun m hm =>
        sub_nonneg.2 (hg m ((Finset.mem_range.1 hm).trans hn)).2
      have hsum := Finset.sum_nonneg hvac
      have hgn : g n ≤ B := (hg n hn).2
      -- a vacancy at or below level `n` makes the second factor of its excess positive
      have hfac : 0 < (B - g n) / 2 + ∑ m ∈ range n, (B - g m) := by
        rcases Nat.eq_or_lt_of_le hj with heq | hjn
        · rw [heq] at hlt
          linarith
        · have hs := Finset.single_le_sum hvac (Finset.mem_range.2 hjn)
          linarith
      exact (mul_eq_zero.1 (h0 n (Finset.mem_range.2 hn))).resolve_right hfac.ne'
  · rintro ⟨j, -, h⟩
    refine Finset.sum_eq_zero fun n hn => ?_
    have hnK := Finset.mem_range.1 hn
    by_cases hnj : n < j
    · have hs : ∑ m ∈ range n, (B - g m) = 0 := Finset.sum_eq_zero fun m hm => by
        have hmn := Finset.mem_range.1 hm
        rw [h m (hmn.trans hnK), if_pos (hmn.trans hnj), sub_self]
      rw [levelExcess, hs, h n hnK, if_pos hnj]
      ring
    · rw [levelExcess, h n hnK, if_neg hnj, zero_mul]
```

The symbol `∧` joins two claims. The first is that the zero-field energy is at most the Landau energy. The second says that the two are equal if and only if there is a \(j\le K\) such that, for all \(n<K\),

\[
g_n=\begin{cases}B & n<j,\\ 0 & n\ge j.\end{cases}
\]

The case \(j=0\) is the empty system and \(j=K\) has all \(K\) levels full. The theorem doesn't assume \(B>0\). As soon as there is one level, the bounds \(0\le g_0\le B\) already force \(B\ge0\).

**Inequality.** The energy difference is \(\sum_{n<K} x_n\), and every term is nonnegative. The Lean proof rewrites the claim as a statement about the difference and applies the identity.

**From equality to the filling.** A sum of nonnegative terms vanishes only if each term does, so \(x_n=0\) for all \(n<K\); this is `h0`. Let \(j\) be the first level that is not full, or \(K\) if all are full. Lean obtains it as `Nat.find hex`, the smallest number with the property stated in `hex`. All levels below \(j\) are full by the choice of \(j\). Now take a level \(n\) with \(j\le n<K\). Level \(j\) has a vacancy \(B-g_j>0\), and this makes the bracket in \(x_n\) positive:

- if \(n=j\), the bracket contains half of this vacancy;
- if \(n>j\), the vacancy appears in full in the sum over lower levels.

The positivity is `hfac`, and the two cases are those of `rcases`. Since \(x_n\) is \(g_n\) times a positive number and equals zero, \(g_n=0\).

**From the filling to equality.** If \(n<j\), level \(n\) and all levels below it are full, so the bracket vanishes. If \(n\ge j\), then \(g_n=0\). Either way \(x_n=0\), and the energy difference is zero.

## What electrons above a vacancy cost

```lean
/-- For occupations between `0` and `B`, electrons in level `n` above a vacancy in a lower
level `m` raise the energy over the zero-field value by at least `g n * (B - g m)`. -/
theorem inversion_cost {B : ℝ} {g : ℕ → ℝ} {K : ℕ}
    (hg : ∀ n < K, g n ∈ Set.Icc 0 B) {m n : ℕ} (hmn : m < n) (hn : n < K) :
    g n * (B - g m) ≤ landauEnergy B g K - zeroFieldEnergy (electronNumber g K) := by
  have hvac : ∀ i ∈ range n, 0 ≤ B - g i := fun i hi =>
    sub_nonneg.2 (hg i ((Finset.mem_range.1 hi).trans hn)).2
  have hs := Finset.single_le_sum hvac (Finset.mem_range.2 hmn)
  have hgn : g n ≤ B := (hg n hn).2
  have h1 : g n * (B - g m) ≤ levelExcess B g n :=
    mul_le_mul_of_nonneg_left (by linarith) (hg n hn).1
  rw [energy_excess_eq]
  exact h1.trans (Finset.single_le_sum
    (fun i hi => levelExcess_nonneg hg (Finset.mem_range.1 hi)) (Finset.mem_range.2 hn))
```

If level \(n\) holds \(g_n\) electrons while a lower level \(m\) has the vacancy \(B-g_m\), the energy lies at least \(g_n(B-g_m)\) above the zero-field value. Despite the name of the theorem, level \(n\) need not hold more electrons than level \(m\). To see the bound, keep only the term \(x_n\) of the excess, and in its bracket only the vacancy of level \(m\). Everything left out is nonnegative:

\[
\sum_{i<K}x_i\;\ge\;x_n\;\ge\;g_n(B-g_m).
\]

The lemma `Finset.single_le_sum`, which says that one term of a sum of nonnegative terms is at most the whole sum, gives the first inequality. In the second it bounds the vacancies below level \(n\) from below by that of level \(m\), and the half vacancy of level \(n\) itself is dropped because \(g_n\le B\).

```lean
/-- With level `0` empty and level `1` holding `B` electrons, the energy lies exactly `B * (B - 0)`
above the zero-field value. -/
theorem inversion_cost_sharp (B : ℝ) :
    landauEnergy B (fun n => if n = 1 then B else 0) 2
      - zeroFieldEnergy (electronNumber (fun n => if n = 1 then B else 0) 2)
      = B * (B - 0) := by
  rw [energy_excess_eq]
  simp [levelExcess]
```

Here there are two levels, with \(g_0=0\) and \(g_1=B\). The Landau energy is \(\tfrac32B^2\), the zero-field energy of \(B\) electrons is \(\tfrac12B^2\), and the difference is \(B^2\). This equals \(g_1(B-g_0)\), written in the code as `B * (B - 0)`. For \(B>0\) the filling respects the capacity, so the bound `inversion_cost` is attained and its constant can't be improved.

## Thermal occupations

```lean
/-- Fermi-Dirac occupation of Landau level `n` with capacity `B`, at inverse temperature `β`
and chemical potential `μ`. -/
def fermiOccupation (B β μ : ℝ) (n : ℕ) : ℝ :=
  B / (Real.exp (β * (B * ((n : ℝ) + 1 / 2) - μ)) + 1)
```

This is the Fermi–Dirac function multiplied by the capacity:

\[
g_n=\frac{B}{e^{\beta\left(B(n+1/2)-\mu\right)}+1}.
\]

The inverse temperature \(\beta\) and the chemical potential \(\mu\) are measured in the same energy unit as \(B\).

```lean
/-- For `B > 0` and at least one level, Fermi-Dirac occupations of the lowest `K` Landau levels
have an energy strictly above the zero-field energy of the same number of electrons. -/
theorem zeroField_lt_thermal {B : ℝ} (hB : 0 < B) (β μ : ℝ) {K : ℕ} (hK : 0 < K) :
    zeroFieldEnergy (electronNumber (fermiOccupation B β μ) K)
      < landauEnergy B (fermiOccupation B β μ) K := by
  -- every level is partially filled
  have hpart : ∀ n, 0 < fermiOccupation B β μ n ∧ fermiOccupation B β μ n < B := by
    intro n
    have he := Real.exp_pos (β * (B * ((n : ℝ) + 1 / 2) - μ))
    unfold fermiOccupation
    refine ⟨by positivity, ?_⟩
    rw [div_lt_iff₀ (by positivity)]
    nlinarith [mul_pos hB he]
  obtain ⟨hle, hiff⟩ := zeroField_le_landau_and_eq_iff (K := K)
    (fun n _ => (⟨(hpart n).1.le, (hpart n).2.le⟩ : fermiOccupation B β μ n ∈ Set.Icc 0 B))
  refine lt_of_le_of_ne hle fun heq => ?_
  obtain ⟨j, -, h⟩ := hiff.1 heq.symm
  have h0 := h 0 hK
  have hp := hpart 0
  split_ifs at h0 <;> linarith [hp.1, hp.2]

end

end LandauLevelFilling
```

For \(B>0\) and at least one level, the energy of these occupations is strictly above the zero-field value. The comparison is with the zero-temperature energy \(N^2/2\) of the same \(N\) electrons, not with a zero-field gas at the same temperature. Only the lowest \(K\) levels are counted, both in \(N\) and in the energy.

The exponential is positive, so the denominator exceeds one and \(0<g_n<B\) for every \(n\); this is `hpart`. The main theorem gives the inequality. If it were an equality, level \(0\) would have to be either full or empty, and it is neither. The command `split_ifs` separates these two cases, and `linarith` finds the contradiction in each.

```lean
#print axioms LandauLevelFilling.zeroField_le_landau_and_eq_iff
#print axioms LandauLevelFilling.inversion_cost
#print axioms LandauLevelFilling.inversion_cost_sharp
#print axioms LandauLevelFilling.zeroField_lt_thermal
```

```
'LandauLevelFilling.zeroField_le_landau_and_eq_iff' depends on axioms: [propext, Classical.choice, Quot.sound]
'LandauLevelFilling.inversion_cost' depends on axioms: [propext, Classical.choice, Quot.sound]
'LandauLevelFilling.inversion_cost_sharp' depends on axioms: [propext, Classical.choice, Quot.sound]
'LandauLevelFilling.zeroField_lt_thermal' depends on axioms: [propext, Classical.choice, Quot.sound]
```

## Levels of unequal capacity

The same argument, given here without a Lean proof, works when the levels have different capacities \(c_n\ge0\), provided that each level still sits at the middle of the zero-field states it collects:

\[
\varepsilon_n=\sum_{m<n}c_m+\frac{c_n}{2}.
\]

For occupations \(0\le g_n\le c_n\), the induction step gives

\[
\sum_{n<K}g_n\varepsilon_n-\frac{N^2}{2}
=\sum_{n<K}g_n\left[\frac{c_n-g_n}{2}+\sum_{m<n}(c_m-g_m)\right]\ge0,
\]

again with equality exactly when the lowest \(j\) levels are full and the rest empty, for some \(j\le K\). This applies, for instance, to a constant density of states that is divided into energy bins of unequal width, each represented by its midpoint: a filling of the bins never has less than the continuum energy \(N^2/2\).
